# For muon spins perpendicular to a static, incommensurate sinusoidal field, the site-averaged signal tends to J₀(γB₀t)

**Q.** When I fit a zero-field muon spectrum from a spin-density wave, I replace the average over muon sites by J₀(γB₀t) and read the field amplitude B₀ off the fit. Here γ is the muon's gyromagnetic ratio and t the time. That replacement treats the phase of the wave as uniformly distributed. Isn't that simply assumed?

**A.** No, it follows from incommensurability. Let site n = 0, 1, 2, … have phase qn + θ, where q is the phase advance per site and θ an offset. The field there is B₀ cos(qn + θ). A muon whose initial spin is perpendicular to a static field B gives the signal cos(γBt). Put s = γB₀t, write p for the phase at the muon's site, and expand this signal:

cos(s cos p) = Σₘ (−1)ᵐ s²ᵐ cos²ᵐp / (2m)!

First take p uniform. With Iₘ = ∫₀^2π cos²ᵐp dp, integration by parts gives

Iₘ₊₁ = (2m+1) ∫₀^2π cos²ᵐp sin²p dp = (2m+1)(Iₘ − Iₘ₊₁)

so Iₘ₊₁ = Iₘ (2m+1)/(2m+2). Since I₀ = 2π,

Iₘ/(2π) = (2m)! / (4ᵐ (m!)²)

The terms are bounded by s²ᵐ/(2m)!, which sum to cosh s, so we may average term by term:

(1/2π) ∫₀^2π cos(s cos p) dp = Σₘ (−1)ᵐ (s/2)²ᵐ / (m!)² = J₀(s)

**Q.** That is still the uniform phase. Where do the sites come in?

**A.** Take an integer j ≠ 0 and use 2 sin(a/2) cos x = sin(x + a/2) − sin(x − a/2) with a = jq and x = j(qn + θ). The sum over the first N sites telescopes:

2 sin(jq/2) Σₙ₌₀^(N−1) cos(j(qn+θ)) = sin(j(qN+θ) − jq/2) − sin(jθ − jq/2)

The right side is at most 2 in size, so the site average is at most 1/(N |sin(jq/2)|) and vanishes as N grows. The sine is nonzero, because jq/2 = rπ for an integer r would make q/(2π) = r/j rational. Powers of the cosine reduce to harmonics through

cosᵏ⁺¹p cos(jp) = ½ cosᵏp [cos((j+1)p) + cos((j−1)p)]

Hence each site average of cos²ᵐ tends to Iₘ/(2π). The same cosh bound holds for every N, so the limit passes through the series.

**Q.** What physics do the Lean definitions contain?

```lean
import Mathlib

open Real Filter Topology
open scoped Nat

namespace MuonSpinDensityWave

noncomputable section
```

**A.** The field has one component along a fixed axis, and `p` is its phase in radians.

```lean
/-- The field of a sinusoidal spin-density wave of amplitude `B₀` at phase `p`. -/
def localField (B₀ p : ℝ) : ℝ := B₀ * cos p
```

The average gives every site equal weight; `Finset.range N` means n = 0 to N − 1.

```lean
/-- The mean of `f` over the phases `q n + θ` of the first `N` muon sites, for `N ≥ 1`. -/
def siteAverage (f : ℝ → ℝ) (q θ : ℝ) (N : ℕ) : ℝ :=
  (∑ n ∈ Finset.range N, f (q * n + θ)) / N
```

The signal is the spin component along its initial direction. The form cos(γBt), for a static field B perpendicular to the initial spin, is put in as the Larmor result and not derived from a Hamiltonian.

```lean
/-- The mean precession signal at time `t` of muons on `N ≥ 1` sites, each with gyromagnetic
ratio `γ` and initial spin perpendicular to its local field. -/
def muonSignal (γ B₀ q θ t : ℝ) (N : ℕ) : ℝ :=
  siteAverage (fun p => cos (γ * localField B₀ p * t)) q θ N
```

J₀ is defined by its power series. Its argument is called `t` in the code, but it is the dimensionless s = γB₀t in the main theorem, not the time.

```lean
/-- The Bessel function `J₀`, given by its power series. -/
def besselJ0 (t : ℝ) : ℝ := ∑' m : ℕ, (-1) ^ m * (t / 2) ^ (2 * m) / (m ! : ℝ) ^ 2
```

The main theorem, `muonSignal_tendsto_besselJ0`, says that for all real γ, B₀, θ and t, if q/(2π) is irrational, the signal tends to J₀(γB₀t) as N → ∞. Irrationality means that the wave never comes back to the same phase at a later site. The time is fixed before N grows, and no error bound for finite N is stated. Field fluctuations, powder averaging and fields with a second component are left out.

**Q.** Does the proof follow your derivation?

**A.** Closely. In the lemmas up to `phase_average_hasSum`, `t` again stands for s = γB₀t, and `x` is the field in units of B₀. The proof starts with the expansion in the field and the cosh bound, stated for any real number `y` with |y| ≤ 1, so that it serves both phase and site averages.

```lean
/-- The coefficient of `x ^ (2 m)` in the expansion of `cos (t x)`. -/
def cosCoeff (t : ℝ) (m : ℕ) : ℝ := (-1) ^ m * t ^ (2 * m) / ((2 * m)! : ℝ)

/-- The precession signal `cos (t x)` is the sum of its power series in the field `x`. -/
theorem hasSum_precession (t x : ℝ) :
    HasSum (fun m => cosCoeff t m * x ^ (2 * m)) (cos (t * x)) := by
  convert Real.hasSum_cos (t * x) using 1
  funext m
  rw [cosCoeff, mul_pow]
  ring

/-- The coefficient `cosCoeff t m` times any real `y` with `|y| ≤ 1` is bounded in absolute value by
the corresponding term of the series of `cosh t`. -/
theorem abs_cosCoeff_mul_le (t : ℝ) (m : ℕ) {y : ℝ} (hy : |y| ≤ 1) :
    |cosCoeff t m * y| ≤ t ^ (2 * m) / ((2 * m)! : ℝ) := by
  have h0 : 0 ≤ t ^ (2 * m) / ((2 * m)! : ℝ) :=
    div_nonneg ((even_two_mul m).pow_nonneg t) (by positivity)
  have h1 : cosCoeff t m * y = (-1) ^ m * (t ^ (2 * m) / ((2 * m)! : ℝ) * y) := by
    rw [cosCoeff]
    ring
  rw [h1, abs_mul, abs_pow, abs_neg, abs_one, one_pow, one_mul, abs_mul, abs_of_nonneg h0]
  exact mul_le_of_le_one_right h0 hy
```

Induction on `m` with Mathlib's `integral_cos_pow` gives the moments, and multiplying by the coefficient gives a term of J₀.

```lean
/-- The even moments of the cosine over a full period are `(2m)! / (4 ^ m (m!) ^ 2)`. -/
theorem cos_moment (m : ℕ) :
    (∫ p in (0 : ℝ)..2 * π, cos p ^ (2 * m)) / (2 * π)
      = ((2 * m)! : ℝ) / (4 ^ m * (m ! : ℝ) ^ 2) := by
  induction m with
  | zero =>
    rw [div_eq_iff (by positivity)]
    simp
  | succ m ih =>
    have hf : ((2 * m + 2)! : ℝ) = (2 * m + 2) * (2 * m + 1) * ((2 * m)! : ℝ) := by
      rw [show 2 * m + 2 = (2 * m + 1) + 1 from rfl, Nat.factorial_succ, Nat.factorial_succ]
      push_cast
      ring
    have hg : ((m + 1)! : ℝ) = (m + 1) * (m ! : ℝ) := by
      rw [Nat.factorial_succ]
      push_cast
      ring
    -- the boundary terms of the recursion vanish over a full period
    rw [show 2 * (m + 1) = 2 * m + 2 by ring, integral_cos_pow]
    simp only [Real.sin_two_pi, Real.sin_zero, mul_zero, sub_zero, zero_div, zero_add]
    rw [mul_div_assoc, ih, hf, hg]
    push_cast
    rw [div_mul_div_comm, div_eq_div_iff (by positivity) (by positivity)]
    ring

/-- Averaging one term of the precession series over the phase gives one term of `J₀`. -/
theorem cosCoeff_mul_moment (t : ℝ) (m : ℕ) :
    cosCoeff t m * ((∫ p in (0 : ℝ)..2 * π, cos p ^ (2 * m)) / (2 * π))
      = (-1) ^ m * (t / 2) ^ (2 * m) / (m ! : ℝ) ^ 2 := by
  have h2 : (2 : ℝ) ^ (2 * m) = 4 ^ m := by
    rw [pow_mul]
    norm_num
  rw [cos_moment, cosCoeff, div_pow, h2]
  field_simp
```

Dominated convergence then yields the uniform-phase average. `HasSum` states that the series converges to that average.

```lean
/-- The average of `cos (t cos p)` over a full period is the sum of the convergent power
series of `J₀ (t)`. -/
theorem phase_average_hasSum (t : ℝ) :
    HasSum (fun m : ℕ => (-1) ^ m * (t / 2) ^ (2 * m) / (m ! : ℝ) ^ 2)
      ((∫ p in (0 : ℝ)..2 * π, cos (t * cos p)) / (2 * π)) := by
  have h : HasSum (fun m : ℕ => ∫ p in (0 : ℝ)..2 * π, cosCoeff t m * cos p ^ (2 * m))
      (∫ p in (0 : ℝ)..2 * π, cos (t * cos p)) := by
    refine intervalIntegral.hasSum_integral_of_dominated_convergence
      (fun m _ => t ^ (2 * m) / ((2 * m)! : ℝ)) (fun m => ?_) (fun m => ?_) ?_ ?_ ?_
    · exact Continuous.aestronglyMeasurable (by fun_prop)
    · refine Eventually.of_forall fun p _ => abs_cosCoeff_mul_le t m ?_
      rw [abs_pow]
      exact pow_le_one₀ (abs_nonneg _) (abs_cos_le_one p)
    · exact Eventually.of_forall fun _ _ => (Real.hasSum_cosh t).summable
    · exact intervalIntegrable_const
    · exact Eventually.of_forall fun p _ => hasSum_precession t (cos p)
  have key : (fun m : ℕ => (-1) ^ m * (t / 2) ^ (2 * m) / (m ! : ℝ) ^ 2)
      = fun m : ℕ => (∫ p in (0 : ℝ)..2 * π, cosCoeff t m * cos p ^ (2 * m)) / (2 * π) := by
    funext m
    rw [← cosCoeff_mul_moment, intervalIntegral.integral_const_mul, mul_div_assoc]
  rw [key]
  exact h.div_const (2 * π)
```

Next come the sites. `tel` is the telescoped sum, and `hs` is where irrationality enters.

```lean
/-- For an incommensurate wave the site average of every non-constant harmonic tends to zero. -/
theorem harmonic_average {q : ℝ} (hq : Irrational (q / (2 * π))) (θ : ℝ) {j : ℤ} (hj : j ≠ 0) :
    Tendsto (siteAverage (fun p => cos (j * p)) q θ) atTop (𝓝 0) := by
  have hj' : (j : ℝ) ≠ 0 := Int.cast_ne_zero.mpr hj
  have hs : sin (j * q / 2) ≠ 0 := by
    intro h
    obtain ⟨n, hn⟩ := Real.sin_eq_zero_iff.mp h
    refine hq ⟨(n : ℚ) / j, ?_⟩
    push_cast
    rw [div_eq_div_iff hj' (by positivity)]
    linear_combination 2 * hn
  -- the sum of the harmonic over the sites telescopes
  have tel : ∀ N : ℕ, 2 * sin (j * q / 2) * ∑ n ∈ Finset.range N, cos (j * (q * n + θ))
      = sin (j * (q * N + θ) - j * q / 2) - sin (j * θ - j * q / 2) := by
    intro N
    induction N with
    | zero => simp
    | succ N ih =>
      rw [Finset.sum_range_succ, mul_add, ih]
      push_cast
      rw [show j * (q * ((N : ℝ) + 1) + θ) - j * q / 2 = j * (q * N + θ) + j * q / 2 by ring,
        sin_add (j * (q * N + θ)), sin_sub (j * (q * N + θ))]
      ring
  refine squeeze_zero_norm (fun N => ?_)
    (tendsto_const_div_atTop_nhds_zero_nat (1 / |sin (j * q / 2)|))
  simp only [siteAverage]
  rw [Real.norm_eq_abs, abs_div, Nat.abs_cast]
  refine div_le_div_of_nonneg_right ?_ (Nat.cast_nonneg N)
  rw [le_div_iff₀ (abs_pos.mpr hs), ← abs_mul, abs_le]
  have h := tel N
  have h1 := neg_one_le_sin (j * (q * N + θ) - j * q / 2)
  have h2 := sin_le_one (j * (q * N + θ) - j * q / 2)
  have h3 := neg_one_le_sin (j * θ - j * q / 2)
  have h4 := sin_le_one (j * θ - j * q / 2)
  constructor <;> linarith
```

The induction on `k` keeps `j` general, since each step needs both neighbouring harmonics; `hid` is the product formula.

```lean
/-- For an incommensurate wave the site average of a power of the cosine times a harmonic
tends to its average over a uniformly distributed phase. -/
theorem site_moment {q : ℝ} (hq : Irrational (q / (2 * π))) (θ : ℝ) (k : ℕ) (j : ℤ) :
    Tendsto (siteAverage (fun p => cos p ^ k * cos (j * p)) q θ) atTop
      (𝓝 ((∫ p in (0 : ℝ)..2 * π, cos p ^ k * cos (j * p)) / (2 * π))) := by
  induction k generalizing j with
  | zero =>
    simp only [pow_zero, one_mul]
    by_cases hj : j = 0
    · subst hj
      have hI : (∫ p in (0 : ℝ)..2 * π, cos (((0 : ℤ) : ℝ) * p)) / (2 * π) = 1 := by
        rw [div_eq_iff (by positivity)]
        simp
      rw [hI]
      refine tendsto_const_nhds.congr' ?_
      filter_upwards [eventually_gt_atTop 0] with N hN
      have hN' : (N : ℝ) ≠ 0 := Nat.cast_ne_zero.mpr hN.ne'
      simp [siteAverage, hN']
    · have h0 : sin ((j : ℝ) * (2 * π)) = 0 := by
        have h := Real.sin_int_mul_pi (2 * j)
        push_cast at h
        rw [← h]
        congr 1
        ring
      have hI : (∫ p in (0 : ℝ)..2 * π, cos ((j : ℝ) * p)) = 0 := by
        rw [intervalIntegral.integral_comp_mul_left (fun x => cos x) (Int.cast_ne_zero.mpr hj),
          integral_cos, h0]
        simp
      rw [hI, zero_div]
      exact harmonic_average hq θ hj
  | succ k ih =>
    -- one factor of the cosine shifts the harmonic up and down by one
    have hid : ∀ p : ℝ, cos p ^ (k + 1) * cos (j * p)
        = (cos p ^ k * cos ((j + 1 : ℤ) * p) + cos p ^ k * cos ((j - 1 : ℤ) * p)) / 2 := by
      intro p
      push_cast
      rw [add_mul, sub_mul, one_mul, cos_add, cos_sub]
      ring
    convert ((ih (j + 1)).add (ih (j - 1))).div_const 2 using 1
    · funext N
      simp only [siteAverage, hid]
      rw [← Finset.sum_div, Finset.sum_add_distrib]
      ring
    · congr 1
      simp only [hid]
      rw [intervalIntegral.integral_div, intervalIntegral.integral_add
        (Continuous.intervalIntegrable (by fun_prop) _ _)
        (Continuous.intervalIntegrable (by fun_prop) _ _)]
      ring
```

The main theorem rewrites the signal as a series in site moments (`hexp`) and takes the limit term by term.

```lean
/-- If `q / (2π)` is irrational, the mean precession signal of muons in a sinusoidal
spin-density wave tends to `J₀ (γ B₀ t)` as the number of sites grows. -/
theorem muonSignal_tendsto_besselJ0 (γ B₀ θ t : ℝ) {q : ℝ} (hq : Irrational (q / (2 * π))) :
    Tendsto (muonSignal γ B₀ q θ t) atTop (𝓝 (besselJ0 (γ * B₀ * t))) := by
  -- expand the signal in moments of the field over the sites
  have hexp : ∀ N, muonSignal γ B₀ q θ t N = ∑' m : ℕ,
      cosCoeff (γ * B₀ * t) m * siteAverage (fun p => cos p ^ (2 * m)) q θ N := by
    intro N
    have h := (hasSum_sum (s := Finset.range N) (fun n _ =>
      hasSum_precession (γ * B₀ * t) (cos (q * n + θ)))).div_const (N : ℝ)
    simp only [← Finset.mul_sum, mul_div_assoc] at h
    simp only [siteAverage]
    rw [h.tsum_eq]
    simp only [muonSignal, siteAverage, localField]
    congr 1
    refine Finset.sum_congr rfl fun n _ => ?_
    congr 1
    ring
  rw [show muonSignal γ B₀ q θ t = _ from funext hexp, besselJ0]
  refine tendsto_tsum_of_dominated_convergence (Real.hasSum_cosh (γ * B₀ * t)).summable
    (fun m => ?_) (Eventually.of_forall fun N m => abs_cosCoeff_mul_le _ m ?_)
  · rw [← cosCoeff_mul_moment]
    have h := site_moment hq θ (2 * m) 0
    simp only [Int.cast_zero, zero_mul, cos_zero, mul_one] at h
    exact h.const_mul _
  · rw [siteAverage, abs_div, Nat.abs_cast]
    refine div_le_one_of_le₀ ((Finset.abs_sum_le_sum_abs _ _).trans ?_) (Nat.cast_nonneg N)
    calc ∑ n ∈ Finset.range N, |cos (q * n + θ) ^ (2 * m)|
        ≤ ∑ n ∈ Finset.range N, (1 : ℝ) := by
          refine Finset.sum_le_sum fun n _ => ?_
          rw [abs_pow]
          exact pow_le_one₀ (abs_nonneg _) (abs_cos_le_one _)
      _ = N := by simp
```

**Q.** And if q/(2π) is rational?

**A.** Then the conclusion can fail. Take q = π: the field is (−1)ⁿ B₀ cos θ, and the cosine ignores the sign, so every site gives the same undamped signal. At θ = π/2 the field vanishes on all sites and the signal stays at 1, whereas J₀(γB₀t) is below 1 whenever γB₀t ≠ 0. The last theorem gives the signal for every θ.

```lean
/-- For the commensurate wave `q = π` the signal on any nonzero number of sites is `cos (ω t)` with
`ω = γ B₀ cos θ`. -/
theorem muonSignal_commensurate (γ B₀ θ t : ℝ) {N : ℕ} (hN : N ≠ 0) :
    muonSignal γ B₀ π θ t N = cos (γ * (B₀ * cos θ) * t) := by
  have h : ∀ n : ℕ, cos (γ * (B₀ * cos (π * n + θ)) * t) = cos (γ * (B₀ * cos θ) * t) := by
    intro n
    rw [show π * n + θ = θ + n * π by ring, Real.cos_add_nat_mul_pi]
    -- the field only changes sign from site to site
    rcases neg_one_pow_eq_or ℝ n with h | h
    · rw [h, one_mul]
    · rw [h, show γ * (B₀ * (-1 * cos θ)) * t = -(γ * (B₀ * cos θ) * t) by ring, cos_neg]
  simp only [muonSignal, siteAverage, localField, h]
  rw [Finset.sum_const, Finset.card_range, nsmul_eq_mul,
    mul_div_cancel_left₀ _ (Nat.cast_ne_zero.mpr hN)]

end

end MuonSpinDensityWave
```

```lean
#print axioms MuonSpinDensityWave.phase_average_hasSum
-- 'MuonSpinDensityWave.phase_average_hasSum' depends on axioms: [propext, Classical.choice, Quot.sound]
#print axioms MuonSpinDensityWave.muonSignal_tendsto_besselJ0
-- 'MuonSpinDensityWave.muonSignal_tendsto_besselJ0' depends on axioms: [propext, Classical.choice, Quot.sound]
#print axioms MuonSpinDensityWave.muonSignal_commensurate
-- 'MuonSpinDensityWave.muonSignal_commensurate' depends on axioms: [propext, Classical.choice, Quot.sound]
```
